# The error of a Coulomb-fitted Gaunt integral is the summed inner product of the current residuals

Two electrons in a heavy atom interact through their currents as well as through their charges. The Gaunt term describes the leading part of this magnetic interaction, and in a Gaussian basis it produces two-electron integrals over pairs of current distributions, one for each Cartesian direction. To save work, a code can replace each current by an expansion in a smaller set of auxiliary functions. The integrals then carry an error, and one would like to know how it depends on the quality of the fit and whether it has a definite sign.

## The error identity and its sign on the diagonal

For two complex distributions $f$ and $g$, write the Coulomb inner product as

$$\langle f,g\rangle=\iint \frac{f(\mathbf x_1)^*\,g(\mathbf x_2)}{|\mathbf x_1-\mathbf x_2|}\,d\mathbf x_1\,d\mathbf x_2 .$$

Let $j_k$ and $j'_k$ be the components of two currents, with $k=0,1,2$ for the directions $x,y,z$. Let $\chi_i$ be finitely many linearly independent auxiliary functions, with Gram matrix $V_{il}=\langle\chi_i,\chi_l\rangle$. The projections of the currents are $(b_k)_i=\langle\chi_i,j_k\rangle$ and $(b'_k)_i=\langle\chi_i,j'_k\rangle$. The fit of $j_k$ has coefficients $V^{-1}b_k$, and the residual is what the fit misses:

$$r_k=j_k-\sum_i (V^{-1}b_k)_i\,\chi_i ,$$

with $r'_k$ defined in the same way from $j'_k$. Then

$$\sum_k\langle j_k,j'_k\rangle-\sum_k b_k^*V^{-1}b'_k=\sum_k\langle r_k,r'_k\rangle .$$

The error is therefore bounded in absolute value by $\sum_k\|r_k\|\,\|r'_k\|$, where $\|f\|^2=\langle f,f\rangle$. The two residuals multiply: if each residual norm is at most a tenth of the norm of its component, the error is at most a hundredth of $\sum_k\|j_k\|\,\|j'_k\|$. An integral much smaller than this sum can still have a large relative error.

When $j'=j$, the right-hand side is a sum of squared norms. The fitted diagonal integral is then real and never exceeds the exact one, and the two are equal exactly when all three components lie in the span of the auxiliary functions.

The Gaunt operator carries an overall minus sign, which is left out here. With it restored, the fitted diagonal value lies at or above the exact one.

## Fitted currents in a four-component code

In a four-component calculation the current components are products such as $j_k=\psi_p^\dagger\alpha_k\psi_q$, where $\psi_p$ and $\psi_q$ are four-component basis spinors or orbitals, $\alpha_k$ are the Dirac matrices, and constant prefactors are dropped. A density-fitting code computes $V$ once and $b_k$ for each pair, and assembles the integrals from these. The identity describes the error of that assembly for exact arithmetic and one finite, linearly independent auxiliary set, fitted in the Coulomb metric.

The diagonal inequality gives a simple check on an implementation. An incomplete auxiliary set can lower a diagonal integral but never raise it. A fitted value above the exact one by more than numerical error therefore has another cause, for example inconsistent normalisation, or $V$ and $b_k$ computed with different metrics. Not every mistake shows up in this way. With real auxiliary functions, leaving out the conjugate of $b_k$ in the fitted integral cannot raise its real part, so the inequality does not reveal it.

The conjugate needs care. "Diagonal" means that the same current stands in both slots of the inner product, and the left slot is conjugated. Since $\alpha_k$ is Hermitian, $(\psi_p^\dagger\alpha_k\psi_q)^*=\psi_q^\dagger\alpha_k\psi_p$. In a code that stores integrals without conjugation, the diagonal integral of the pair $pq$ thus combines the pair $qp$ on the left with $pq$ on the right.

## Orthogonal residuals remove the first-order error

Projecting an auxiliary expansion multiplies its coefficients by $V$. For any coefficients $c_l$,

$$\Big\langle\chi_i,\sum_l c_l\chi_l\Big\rangle=\sum_l V_{il}c_l=(Vc)_i .$$

This shows that $V$ is invertible. Suppose $Vv=0$ and set $x=\sum_l v_l\chi_l$. Then $\langle\chi_i,x\rangle=0$ for every $i$, and hence

$$\langle x,x\rangle=\sum_i v_i^*\langle\chi_i,x\rangle=0 .$$

A vector of zero norm is zero, so $x=0$, and linear independence gives $v=0$. A square matrix whose only null vector is zero is invertible.

The residual of any component is therefore orthogonal to every auxiliary function:

$$\langle\chi_i,r_k\rangle=(b_k)_i-(VV^{-1}b_k)_i=0 .$$

By linearity it is also orthogonal to every expansion in these functions.

Now take one component and write $\tilde j_k=j_k-r_k$ and $\tilde j'_k=j'_k-r'_k$ for the fits. Because $(b_k)_i^*=\langle j_k,\chi_i\rangle$,

$$b_k^*V^{-1}b'_k=\sum_i\langle j_k,\chi_i\rangle (V^{-1}b'_k)_i=\langle j_k,\tilde j'_k\rangle .$$

The fitted integral thus pairs the exact left current with the fitted right current. Subtracting it from the exact integral gives

$$\langle j_k,j'_k\rangle-b_k^*V^{-1}b'_k=\langle j_k,r'_k\rangle=\langle r_k,r'_k\rangle+\langle\tilde j_k,r'_k\rangle=\langle r_k,r'_k\rangle .$$

The last step holds because $\tilde j_k$ is an auxiliary expansion and $r'_k$ is orthogonal to all of these. Summing over $k$ gives the identity. The triangle inequality, followed by the Cauchy–Schwarz inequality for each component, gives the bound.

For $j'=j$ the identity reads

$$\sum_k\|j_k\|^2-\sum_k b_k^*V^{-1}b_k=\sum_k\|r_k\|^2\ge 0 .$$

The first and last sums are real, so the fitted integral is real too, and it is no larger than the exact one.

Equality means that every $\|r_k\|^2$ vanishes. Then $j_k=\tilde j_k$, which lies in the auxiliary span. Conversely, if $j_k$ lies in the span, both $j_k$ and $\tilde j_k$ are auxiliary expansions and hence orthogonal to $r_k$. Their difference is $r_k$ itself, so $\langle r_k,r_k\rangle=0$ and the residual vanishes.

## The Lean file

```lean
import Mathlib

open Matrix

namespace GauntDensityFitting

noncomputable section

variable {ι E : Type*} [Fintype ι] [DecidableEq ι]
  [NormedAddCommGroup E] [InnerProductSpace ℂ E] {χ : ι → E}

/-- The Gram matrix `V` of the auxiliary vectors in the Coulomb metric. -/
def auxGram (χ : ι → E) : Matrix ι ι ℂ :=
  Matrix.of fun i l => inner ℂ (χ i) (χ l)

/-- The projections `b` of a current component on the auxiliary vectors. -/
def overlap (χ : ι → E) (j : E) : ι → ℂ := fun i => inner ℂ (χ i) j

/-- The vector with coefficients `c` in the auxiliary basis. -/
def expand (χ : ι → E) (c : ι → ℂ) : E := ∑ i, c i • χ i

/-- The fitting coefficients `V⁻¹ b` of a current component, meant for linearly independent
auxiliary vectors, for which `V` is invertible. -/
def fitCoeff (χ : ι → E) (j : E) : ι → ℂ := (auxGram χ)⁻¹ *ᵥ overlap χ j

/-- The part of a current component that the fit misses. -/
def residual (χ : ι → E) (j : E) : E := j - expand χ (fitCoeff χ j)

/-- The exact Gaunt integral of two currents: the sum of the Coulomb inner products of their
three components, without the overall minus sign of the Gaunt operator. -/
def exactGaunt (j j' : Fin 3 → E) : ℂ := ∑ k, inner ℂ (j k) (j' k)

/-- The fitted Gaunt integral, the sum of `b* V⁻¹ b'` over the three components, meant for
linearly independent auxiliary vectors. -/
def fittedGaunt (χ : ι → E) (j j' : Fin 3 → E) : ℂ :=
  ∑ k, star (overlap χ (j k)) ⬝ᵥ fitCoeff χ (j' k)

omit [DecidableEq ι] in
/-- Projecting an auxiliary expansion on the auxiliary vectors multiplies its coefficients by
the Gram matrix. -/
theorem overlap_expand (c : ι → ℂ) : overlap χ (expand χ c) = auxGram χ *ᵥ c := by
  ext i
  simp [overlap, expand, auxGram, Matrix.mulVec, dotProduct, mul_comm]

omit [DecidableEq ι] in
/-- A vector orthogonal to every auxiliary vector is orthogonal to every auxiliary expansion. -/
theorem inner_expand_eq_zero (d : ι → ℂ) {x : E} (hx : overlap χ x = 0) :
    inner ℂ (expand χ d) x = 0 := by
  have h : ∀ i, inner ℂ (χ i) x = 0 := fun i => congrFun hx i
  simp [expand, h]

/-- The Gram matrix of linearly independent auxiliary vectors has non-zero determinant. -/
theorem auxGram_det_ne_zero (hχ : LinearIndependent ℂ χ) : (auxGram χ).det ≠ 0 := by
  intro h
  obtain ⟨v, hv, hv0⟩ := Matrix.exists_mulVec_eq_zero_iff.mpr h
  rw [← overlap_expand] at hv0
  -- a null vector of the Gram matrix gives an expansion of zero norm
  have h0 : inner ℂ (expand χ v) (expand χ v) = 0 := inner_expand_eq_zero v hv0
  exact hv (funext (Fintype.linearIndependent_iff.mp hχ v (inner_self_eq_zero.mp h0)))

/-- For linearly independent auxiliary vectors, the residual of the fit is orthogonal to each of
them in the Coulomb metric. -/
theorem overlap_residual (hχ : LinearIndependent ℂ χ) (j : E) :
    overlap χ (residual χ j) = 0 := by
  have hV : IsUnit (auxGram χ).det := isUnit_iff_ne_zero.mpr (auxGram_det_ne_zero hχ)
  have hfit : overlap χ (expand χ (fitCoeff χ j)) = overlap χ j := by
    rw [overlap_expand, fitCoeff, Matrix.mulVec_mulVec, Matrix.mul_nonsing_inv _ hV,
      Matrix.one_mulVec]
  ext i
  change inner ℂ (χ i) (j - expand χ (fitCoeff χ j)) = 0
  rw [inner_sub_right]
  exact sub_eq_zero.mpr (congrFun hfit i).symm

/-- The exact Gaunt integral minus the fitted one equals the summed Coulomb inner product of
the residuals of the two currents. -/
theorem exactGaunt_sub_fittedGaunt (hχ : LinearIndependent ℂ χ) (j j' : Fin 3 → E) :
    exactGaunt j j' - fittedGaunt χ j j' =
      exactGaunt (fun k => residual χ (j k)) (fun k => residual χ (j' k)) := by
  unfold exactGaunt fittedGaunt
  rw [← Finset.sum_sub_distrib]
  refine Finset.sum_congr rfl fun k _ => ?_
  -- the fitted integral pairs the exact left current with the fitted right current
  have hb : star (overlap χ (j k)) ⬝ᵥ fitCoeff χ (j' k) =
      inner ℂ (j k) (expand χ (fitCoeff χ (j' k))) := by
    simp [overlap, expand, dotProduct, mul_comm]
  -- the fitted part of the left current does not see the right residual
  have hr : inner ℂ (residual χ (j k)) (residual χ (j' k)) =
      inner ℂ (j k) (residual χ (j' k)) := by
    conv_lhs => arg 2; rw [residual]
    rw [inner_sub_left, inner_expand_eq_zero _ (overlap_residual hχ (j' k)), sub_zero]
  rw [hb, hr, residual, inner_sub_right]

/-- The fitting error of a Gaunt integral is at most the sum over components of the products
of the residual norms. -/
theorem norm_fitting_error_le (hχ : LinearIndependent ℂ χ) (j j' : Fin 3 → E) :
    ‖exactGaunt j j' - fittedGaunt χ j j'‖ ≤
      ∑ k, ‖residual χ (j k)‖ * ‖residual χ (j' k)‖ := by
  rw [exactGaunt_sub_fittedGaunt hχ]
  exact (norm_sum_le _ _).trans (Finset.sum_le_sum fun k _ => norm_inner_le_norm _ _)

/-- A diagonal exact Gaunt integral is the sum of the squared Coulomb norms of the components. -/
theorem exactGaunt_self (j : Fin 3 → E) :
    exactGaunt j j = ((∑ k, ‖j k‖ ^ 2 : ℝ) : ℂ) := by
  unfold exactGaunt
  push_cast
  exact Finset.sum_congr rfl fun k _ => inner_self_eq_norm_sq_to_K _

/-- A diagonal fitted Gaunt integral is real and never exceeds the exact one. -/
theorem fittedGaunt_self_le (hχ : LinearIndependent ℂ χ) (j : Fin 3 → E) :
    (fittedGaunt χ j j).im = 0 ∧ (fittedGaunt χ j j).re ≤ (exactGaunt j j).re := by
  have h := exactGaunt_sub_fittedGaunt hχ j j
  rw [exactGaunt_self (fun k => residual χ (j k)), exactGaunt_self j] at h
  have him := congrArg Complex.im h
  have hre := congrArg Complex.re h
  rw [Complex.sub_im, Complex.ofReal_im, Complex.ofReal_im] at him
  rw [Complex.sub_re, Complex.ofReal_re, Complex.ofReal_re] at hre
  have hpos : 0 ≤ ∑ k, ‖residual χ (j k)‖ ^ 2 := Finset.sum_nonneg fun _ _ => sq_nonneg _
  rw [exactGaunt_self, Complex.ofReal_re]
  constructor <;> linarith

/-- For linearly independent auxiliary vectors, a diagonal fitted Gaunt integral equals the exact
one precisely when all three current components lie in the span of these vectors. -/
theorem fittedGaunt_self_eq_iff (hχ : LinearIndependent ℂ χ) (j : Fin 3 → E) :
    fittedGaunt χ j j = exactGaunt j j ↔ ∀ k, j k ∈ Submodule.span ℂ (Set.range χ) := by
  rw [eq_comm, ← sub_eq_zero, exactGaunt_sub_fittedGaunt hχ, exactGaunt_self,
    Complex.ofReal_eq_zero, Finset.sum_eq_zero_iff_of_nonneg (fun _ _ => sq_nonneg _)]
  refine ⟨fun h k => ?_, fun h k _ => ?_⟩
  · -- a vanishing residual writes the component as its own fit
    have h0 : residual χ (j k) = 0 :=
      norm_eq_zero.mp ((pow_eq_zero_iff two_ne_zero).mp (h k (Finset.mem_univ k)))
    rw [Submodule.mem_span_range_iff_exists_fun]
    exact ⟨fitCoeff χ (j k), (sub_eq_zero.mp h0).symm⟩
  · -- a component in the span has a residual orthogonal to itself
    obtain ⟨c, hc⟩ := (Submodule.mem_span_range_iff_exists_fun ℂ).mp (h k)
    have hc' : expand χ c = j k := hc
    have h0 := overlap_residual hχ (j k)
    have hj : inner ℂ (j k) (residual χ (j k)) = 0 := by
      have h1 := inner_expand_eq_zero c h0
      rwa [hc'] at h1
    have hr : inner ℂ (j k - expand χ (fitCoeff χ (j k))) (residual χ (j k)) = 0 := by
      rw [inner_sub_left, hj, inner_expand_eq_zero _ h0, sub_zero]
    have hz : residual χ (j k) = 0 := (inner_self_eq_zero (𝕜 := ℂ)).mp hr
    simp [hz]

end

end GauntDensityFitting
```

```lean
#print axioms GauntDensityFitting.exactGaunt_sub_fittedGaunt
#print axioms GauntDensityFitting.norm_fitting_error_le
#print axioms GauntDensityFitting.fittedGaunt_self_le
#print axioms GauntDensityFitting.fittedGaunt_self_eq_iff
```

```
'GauntDensityFitting.exactGaunt_sub_fittedGaunt' depends on axioms: [propext, Classical.choice, Quot.sound]
'GauntDensityFitting.norm_fitting_error_le' depends on axioms: [propext, Classical.choice, Quot.sound]
'GauntDensityFitting.fittedGaunt_self_le' depends on axioms: [propext, Classical.choice, Quot.sound]
'GauntDensityFitting.fittedGaunt_self_eq_iff' depends on axioms: [propext, Classical.choice, Quot.sound]
```

## Currents as vectors, integrals as inner products

The type `E` is the space of current components, and its inner product `inner ℂ` stands for the Coulomb integral. As in the formulas above, it is conjugate-linear in the left argument. The auxiliary functions are a family `χ : ι → E` over a finite index type `ι`, which may be empty; in that case the fit is zero and the residual is the whole current.

`auxGram χ` is $V$, `overlap χ j` is the projection vector $b$ of a single component, and `fitCoeff χ j` is $V^{-1}b$. `expand χ c` builds the vector with coefficients `c`, and `residual χ j` is the component minus its fit. A full current is a function `Fin 3 → E`, whose index takes the values 0, 1 and 2. `exactGaunt` and `fittedGaunt` are the two sums over that index.

The assumption `hχ : LinearIndependent ℂ χ` says that no auxiliary function is a combination of the others. It makes $V^{-1}$ a true inverse.

The main theorem, `exactGaunt_sub_fittedGaunt`, states the identity for arbitrary currents `j` and `j'`. Its right-hand side is `exactGaunt` applied to the residuals, so the error is itself a current-current integral. `norm_fitting_error_le` is the bound. `fittedGaunt_self_le` says that the diagonal fitted integral has zero imaginary part and that its real part is at most that of the exact integral; `exactGaunt_self` shows that the exact one is real as well. `fittedGaunt_self_eq_iff` is the equality condition, with the auxiliary span written as `Submodule.span ℂ (Set.range χ)`.

## How the lemmas follow the derivation

`overlap_expand` is the rule that projection multiplies coefficients by $V$, and `inner_expand_eq_zero` extends orthogonality from the auxiliary functions to their expansions. `auxGram_det_ne_zero` argues by contradiction: a zero determinant supplies a non-zero null vector `v`, the two preceding lemmas show that its expansion has zero norm, and linear independence forces `v` to vanish.

`overlap_residual` uses this determinant to cancel $VV^{-1}$. The intermediate statement `hfit` says that the fit has the same projections as the original component, and subtraction then gives zero.

In the main theorem, `Finset.sum_congr` reduces the claim to one component. The step `hb` identifies the fitted integral with $\langle j_k,\tilde j'_k\rangle$, and `hr` uses orthogonality to replace $\langle r_k,r'_k\rangle$ by $\langle j_k,r'_k\rangle$. The final rewrite joins the two.

The bound combines `norm_sum_le`, the triangle inequality, with `norm_inner_le_norm`, which is Cauchy–Schwarz. For the diagonal inequality, the proof takes the imaginary and real parts of the identity and uses the non-negativity of the squared residual norms. The equality theorem first reduces the claim to the vanishing of every squared residual norm, then treats the two directions separately, as in the derivation.

## One auxiliary set, exact inversion and a positive metric

The theorems hold in any complex inner-product space, of finite or infinite dimension. That the Coulomb integral is such an inner product on the chosen functions is assumed through the type of `E`. Physically, the assumption is that every non-zero distribution has a positive electrostatic self-energy, with the left factor conjugated when the distribution is complex. The file constructs neither Gaussian functions nor Dirac spinors, and it evaluates no integrals.

All three components are fitted with the same family `χ`, and the metric of the fit is also the metric of the integral. A fit in the overlap metric has different definitions and is not described by these statements. If each direction has its own auxiliary set, the theorems can still be applied to one component at a time, with the other two set to zero.

The inverse is exact. A code that discards small eigenvalues of $V$ in effect fits with fewer auxiliary functions, namely the combinations given by the retained eigenvectors, and the theorems apply to that smaller set. Solving the linear equations in floating-point arithmetic adds an error that the theorems do not estimate. Near-linear dependence in the auxiliary set can make that error significant.

The sign result concerns individual diagonal integrals. It gives no sign for off-diagonal errors, nor in general for the error of a total energy, in which direct and exchange terms enter with opposite signs. The gauge term that completes the Breit interaction is absent as well. Finally, the bound is expressed through residual norms and does not say how quickly these shrink as the auxiliary set grows.
